# The thermal window of the Fermi function falls with energy E above the chemical potential μ, and its product with E − μ falls once E − μ is at least 2kT

The thermal window here is `1 / cosh² (y/2)`, the shape of the negative energy derivative of the Fermi function at a fixed temperature T > 0, scaled to 1 at its peak; `y` is the energy measured from the chemical potential in units of kT. The declaration `window_falls` says that for `0 ≤ a < b` the window is strictly smaller at `b` than at `a`, and that if also `2 ≤ a`, the product of window and reduced energy is strictly smaller at `b` too. The proof writes the window as `2 / (cosh y + 1)`, so the first claim follows from the growth of `cosh`. For the second it shows `cosh a + 1 < a sinh a` and combines this with the fact that `cosh` lies above its tangent at `a`.

As first written in Lean, the proof fails:

```lean
import Mathlib

open Finset

namespace WindowFalls

noncomputable section

/-- The thermal window `1 / cosh² (y/2)` at reduced energy `y` from the chemical potential. -/
def window (y : ℝ) : ℝ := 1 / Real.cosh (y / 2) ^ 2

/-- The thermal window equals `2 / (cosh y + 1)`. -/
theorem window_eq (y : ℝ) : window y = 2 / (Real.cosh y + 1) := by
  have h1 := Real.cosh_two_mul (y / 2)
  have h2 := Real.cosh_sq (y / 2)
  rw [show 2 * (y / 2) = y by ring] at h1
  have h : Real.cosh y + 1 = 2 * Real.cosh (y / 2) ^ 2 := by linarith
  have hc := (Real.cosh_pos (y / 2)).ne'
  rw [h, window]
  field_simp

/-- Above the chemical potential the thermal window falls strictly with energy, and from
reduced energy 2 upward so does the window multiplied by the energy. -/
theorem window_falls {a b : ℝ} (ha : 0 ≤ a) (hab : a < b) :
    window b < window a ∧ (2 ≤ a → window b * b < window a * a) := by
  have pa : 0 < Real.cosh a + 1 := by linarith [Real.cosh_pos a]
  have pb : 0 < Real.cosh b + 1 := by linarith [Real.cosh_pos b]
  rw [window_eq, window_eq]
  constructor
  · have h : Real.cosh a < Real.cosh b := by
      rw [Real.cosh_lt_cosh, abs_of_nonneg ha, abs_of_nonneg (ha.trans hab.le)]
      exact hab
    rw [div_lt_div_iff₀ pb pa]
    linarith
  · intro h2
    have hs : a ≤ Real.sinh a := Real.self_le_sinh_iff.2 ha
    have hd : b - a ≤ Real.sinh (b - a) := Real.self_le_sinh_iff.2 (by linarith)
    have he : Real.exp (-a) < 1 := Real.exp_lt_one (by linarith)
    have hcs := Real.cosh_sub_sinh a
    -- the slope condition `cosh a + 1 < a sinh a`
    have slope : Real.cosh a + 1 < a * Real.sinh a := by nlinarith
    -- `cosh` lies above its tangent at `a`
    have tangent : Real.cosh a + (b - a) * Real.sinh a ≤ Real.cosh b := by
      have hadd := Real.cosh_add a (b - a)
      rw [show a + (b - a) = b by ring] at hadd
      have k1 := mul_le_mul_of_nonneg_left (Real.one_le_cosh (b - a)) (Real.cosh_pos a).le
      have k2 := mul_le_mul_of_nonneg_left hd (ha.trans hs)
      linarith
    have m1 := mul_le_mul_of_nonneg_left tangent ha
    have m2 := mul_lt_mul_of_pos_left slope (sub_pos.2 hab)
    rw [div_mul_eq_mul_div, div_mul_eq_mul_div, div_lt_div_iff₀ pb pa]
    linarith

end

end WindowFalls
```

The compiler's answer:

```
Main.lean:38:35: error(lean.unknownIdentifier): Unknown constant `Real.exp_lt_one`
```

The repair, with which the file compiles:

```diff
@@ -36,5 +36,5 @@
     have hs : a ≤ Real.sinh a := Real.self_le_sinh_iff.2 ha
     have hd : b - a ≤ Real.sinh (b - a) := Real.self_le_sinh_iff.2 (by linarith)
-    have he : Real.exp (-a) < 1 := Real.exp_lt_one (by linarith)
+    have he : Real.exp (-a) < 1 := Real.exp_lt_one_iff.2 (by linarith)
     have hcs := Real.cosh_sub_sinh a
     -- the slope condition `cosh a + 1 < a sinh a`
```

The one message says that Lean knows no constant called `Real.exp_lt_one`. The name was used to prove `he`, the bound `Real.exp (-a) < 1`, which is meant for the slope condition: with `cosh a - sinh a = exp (-a)` it gives `cosh a < sinh a + 1`. The bound itself is true, since `a` is at least 2 in this branch; only the lemma cited for it does not exist under that name.

The repair cites `Real.exp_lt_one_iff` instead, which says that the exponential of a real number is below 1 exactly when the number is negative. As this is an equivalence, `.2` is needed to take the direction from the negative exponent to the bound. What remains to be shown is `-a < 0`, which the unchanged `linarith` gets from `2 ≤ a`.
